# For q″ = −Cq with C positive definite, the velocity after release is minus the displacement after a kick

An absorption spectrum can be computed in real time by kicking a molecule, or by polarising it in a static field and switching the field off. The two responses are compared here as motions, with the same vector $d$ as static force and as impulse. A motion is any pair of functions, position $q$ and velocity $v$, that satisfies $q''=-Cq$; no solution formula is presupposed.

In time-dependent density functional theory, this equation describes the weak-field response once the field is off, for an adiabatic functional, real ground-state orbitals and a finite basis. The entries of $q$ are then not particle positions, but linear combinations of the real parts of the amplitudes that mix empty orbitals into occupied ones. That reduction is assumed.

```lean
import Mathlib

open Matrix

namespace KickAndRelease

noncomputable section

variable {n : Type*} [Fintype n] {C : Matrix n n ℝ}
```

The finite set `n` labels the coordinates, and $C$ is a real square matrix.

```lean
/-- The coordinates `q` with velocity `v` obey the equation of motion `q'' = -C q`. -/
structure IsMotion (C : Matrix n n ℝ) (q v : ℝ → n → ℝ) : Prop where
  pos : ∀ t, HasDerivAt q (v t) t
  vel : ∀ t, HasDerivAt v (-(C *ᵥ q t)) t
```

`HasDerivAt q (v t) t` says that $q$ has derivative $v(t)$ at time $t$. The two fields read $q'=v$ and $v'=-Cq$; `*ᵥ` is matrix times vector.

```lean
/-- Release: the motion starts at rest from the static response `C⁻¹ d`, for invertible `C`. -/
structure IsRelease [DecidableEq n] (C : Matrix n n ℝ) (d : n → ℝ) (r v : ℝ → n → ℝ) : Prop where
  motion : IsMotion C r v
  pos_zero : r 0 = C⁻¹ *ᵥ d
  vel_zero : v 0 = 0
```

A constant force $d$ gives $q''=-Cq+d$, with equilibrium $C^{-1}d$. Release starts there at rest, with the force gone. The letter $d$ is the force vector, not the dipole.

```lean
/-- Kick: the motion starts from the origin with velocity `d`. -/
structure IsKick (C : Matrix n n ℝ) (d : n → ℝ) (k v : ℝ → n → ℝ) : Prop where
  motion : IsMotion C k v
  pos_zero : k 0 = 0
  vel_zero : v 0 = d
```

An impulse $d\,\delta(t)$ leaves the position at zero and sets the velocity to $d$. The letter $k$ is the resulting displacement, not a wavevector.

```lean
/-- Product rule for the scalar product of two moving vectors. -/
theorem hasDerivAt_dot {a b : ℝ → n → ℝ} {a' b' : n → ℝ} {t : ℝ}
    (ha : HasDerivAt a a' t) (hb : HasDerivAt b b' t) :
    HasDerivAt (fun s => a s ⬝ᵥ b s) (a' ⬝ᵥ b t + a t ⬝ᵥ b') t := by
  have h := HasDerivAt.fun_sum (u := Finset.univ)
    (fun i _ => (hasDerivAt_pi.1 ha i).fun_mul (hasDerivAt_pi.1 hb i))
  exact h.congr_deriv (by simp [dotProduct, Finset.sum_add_distrib])
```

This is $(a\cdot b)'=a'\cdot b+a\cdot b'$, proved by summing the product rule over components.

```lean
/-- A constant matrix can be pulled out of a time derivative. -/
theorem hasDerivAt_mulVec (C : Matrix n n ℝ) {q : ℝ → n → ℝ} {q' : n → ℝ} {t : ℝ}
    (hq : HasDerivAt q q' t) : HasDerivAt (fun s => C *ᵥ q s) (C *ᵥ q') t := by
  refine hasDerivAt_pi.2 fun i => ?_
  have h := hasDerivAt_dot (hasDerivAt_const t (C i)) hq
  exact h.congr_deriv (by simp [Matrix.mulVec])
```

Likewise $(Cq)'=Cq'$, row by row.

```lean
/-- For symmetric `C` the energy `(v·v + q·Cq)/2` of a motion is conserved. -/
theorem energy_conserved (hC : C.IsSymm) {q v : ℝ → n → ℝ} (h : IsMotion C q v) (t : ℝ) :
    (v t ⬝ᵥ v t + q t ⬝ᵥ C *ᵥ q t) / 2 = (v 0 ⬝ᵥ v 0 + q 0 ⬝ᵥ C *ᵥ q 0) / 2 := by
  have hd : ∀ s, HasDerivAt (fun s => (v s ⬝ᵥ v s + q s ⬝ᵥ C *ᵥ q s) / 2) 0 s := by
    intro s
    have hs : q s ⬝ᵥ C *ᵥ v s = v s ⬝ᵥ C *ᵥ q s := by
      rw [Matrix.dotProduct_mulVec, ← Matrix.mulVec_transpose, hC.eq, dotProduct_comm]
    refine (((hasDerivAt_dot (h.vel s) (h.vel s)).fun_add
      (hasDerivAt_dot (h.pos s) (hasDerivAt_mulVec C (h.pos s)))).div_const 2).congr_deriv ?_
    rw [hs, neg_dotProduct, dotProduct_neg, dotProduct_comm (C *ᵥ q s) (v s)]
    ring
  exact is_const_of_deriv_eq_zero (fun s => (hd s).differentiableAt) (fun s => (hd s).deriv) t 0
```

Differentiating the energy gives
$$\tfrac12\left(-2\,v\cdot Cq+v\cdot Cq+q\cdot Cv\right)=0,$$
because symmetry makes $q\cdot Cv=v\cdot Cq$, the step named `hs`. A function with zero derivative everywhere is constant.

```lean
/-- For positive definite `C`, two motions with equal initial positions and equal initial velocities
have equal positions at all times. -/
theorem motion_unique (hC : C.PosDef) {q v q' v' : ℝ → n → ℝ} (h : IsMotion C q v)
    (h' : IsMotion C q' v') (h0 : q 0 = q' 0) (h1 : v 0 = v' 0) (t : ℝ) : q t = q' t := by
  have hsym : C.IsSymm := by
    ext i j
    simpa using hC.isHermitian.apply i j
  -- the difference is a motion of zero energy
  have hd : IsMotion C (fun s => q s - q' s) (fun s => v s - v' s) :=
    ⟨fun s => (h.pos s).fun_sub (h'.pos s), fun s =>
      ((h.vel s).fun_sub (h'.vel s)).congr_deriv (by rw [Matrix.mulVec_sub]; abel)⟩
  have hE := energy_conserved hsym hd t
  simp only [h0, h1, sub_self, Matrix.mulVec_zero, dotProduct_zero, add_zero, zero_div] at hE
  have hv : 0 ≤ (v t - v' t) ⬝ᵥ (v t - v' t) :=
    Finset.sum_nonneg fun i _ => mul_self_nonneg _
  by_contra hne
  have hp := hC.dotProduct_mulVec_pos (sub_ne_zero.2 hne)
  rw [star_trivial] at hp
  linarith
```

In Lean, `PosDef` includes symmetry. Physically it stands for a stable ground state, with real, nonzero resonance frequencies. The primes here label a second motion.

Let $\delta=q-q'$ and $w=v-v'$. By linearity they form a motion, with zero initial energy, so $w\cdot w+\delta\cdot C\delta=0$ at all times. The first term is nonnegative. If $\delta(t)\neq0$, the second is positive, a contradiction, which `linarith` finds.

```lean
/-- For positive definite `C`, the velocity after release from the static response to `d`
is minus the displacement after the kick `d`, at all times. -/
theorem release_deriv_eq_neg_kick [DecidableEq n] (hC : C.PosDef) {d : n → ℝ} {r vr k vk : ℝ → n → ℝ}
    (hr : IsRelease C d r vr) (hk : IsKick C d k vk) (t : ℝ) :
    HasDerivAt r (-(k t)) t := by
  -- the velocity of a motion is again a motion, and so is `-k`
  have h1 : IsMotion C vr (fun s => -(C *ᵥ r s)) :=
    ⟨hr.motion.vel, fun s => (hasDerivAt_mulVec C (hr.motion.pos s)).fun_neg⟩
  have h2 : IsMotion C (fun s => -(k s)) (fun s => -(vk s)) :=
    ⟨fun s => (hk.motion.pos s).fun_neg, fun s =>
      (hk.motion.vel s).fun_neg.congr_deriv (by rw [Matrix.mulVec_neg])⟩
  have h3 : vr t = -(k t) := by
    refine motion_unique hC h1 h2 ?_ ?_ t
    · simp [hr.vel_zero, hk.pos_zero]
    · simp only [hr.pos_zero, hk.vel_zero]
      rw [Matrix.mulVec_mulVec, Matrix.mul_nonsing_inv _ hC.det_pos.ne'.isUnit,
        Matrix.one_mulVec]
  exact h3 ▸ hr.motion.pos t
```

Write $v_r,v_k$ for the velocities `vr`, `vk`. Since $v_r'=-Cr$ and $(-Cr)'=-Cv_r$, the release velocity is itself a motion (`h1`). So is $-k$, with velocity $-v_k$ (`h2`). Initially,
$$v_r(0)=0=-k(0),\qquad -Cr(0)=-CC^{-1}d=-d=-v_k(0).$$
Uniqueness gives $v_r=-k$ (`h3`), hence $r'(t)=-k(t)$ for every $t$.

```lean
/-- Converse: if the velocity of a motion `r` is minus the kick displacement at all times,
then `r` starts from a static response, `C r(0) = d`. -/
theorem static_of_deriv_eq_neg_kick {d : n → ℝ} {r vr k vk : ℝ → n → ℝ}
    (hr : IsMotion C r vr) (hk : IsKick C d k vk) (h : ∀ t, HasDerivAt r (-(k t)) t) :
    C *ᵥ r 0 = d := by
  have hv : vr = fun t => -(k t) := funext fun t => (hr.pos t).unique (h t)
  have h1 := hr.vel 0
  rw [hv] at h1
  have h2 := h1.unique (hk.motion.pos 0).fun_neg
  rw [hk.vel_zero] at h2
  exact neg_injective h2
```

Conversely, suppose a motion $r$ satisfies $r'=-k$. Derivatives are unique, so $v_r=-k$. Differentiating at zero gives $-Cr(0)=-v_k(0)=-d$, so $Cr(0)=d$. This holds for any real $C$.

```lean
variable [DecidableEq n]

/-- The `j`-th normal mode, a normalised eigenvector of `C`. -/
def mode (hC : C.PosDef) (j : n) : n → ℝ := (hC.isHermitian.eigenvectorBasis j).ofLp
```

The mode $e_j$ is a normalised eigenvector of $C$; `ofLp` only changes its type to a plain vector.

```lean
/-- The `j`-th resonance frequency, the square root of the `j`-th eigenvalue of `C`. -/
def freq (hC : C.PosDef) (j : n) : ℝ := √(hC.isHermitian.eigenvalues j)
```

With $\lambda_j$ the eigenvalue, $\omega_j=\sqrt{\lambda_j}$.

```lean
/-- All resonance frequencies of a positive definite `C` are positive. -/
theorem freq_pos (hC : C.PosDef) (j : n) : 0 < freq hC j :=
  Real.sqrt_pos.2 (hC.eigenvalues_pos j)
```

Positive eigenvalues give $\omega_j>0$.

```lean
/-- Superposition of normal modes with cosine amplitudes `a` and sine amplitudes `b`. -/
def modal (hC : C.PosDef) (a b : n → ℝ) (t : ℝ) : n → ℝ :=
  ∑ j, (a j * Real.cos (freq hC j * t) + b j * Real.sin (freq hC j * t)) • mode hC j
```

This defines $\sum_j(a_j\cos\omega_jt+b_j\sin\omega_jt)\,e_j$.

```lean
/-- Every vector is the sum of its projections on the normal modes. -/
theorem mode_expansion (hC : C.PosDef) (d : n → ℝ) :
    ∑ j, (mode hC j ⬝ᵥ d) • mode hC j = d := by
  have hin : ∀ j, inner ℝ (hC.isHermitian.eigenvectorBasis j) (WithLp.toLp 2 d)
      = mode hC j ⬝ᵥ d := fun j => by
    simp [mode, PiLp.inner_apply, dotProduct, mul_comm]
  have h := congrArg WithLp.ofLp
    (hC.isHermitian.eigenvectorBasis.sum_repr' (WithLp.toLp 2 d))
  simp only [hin, WithLp.ofLp_sum, WithLp.ofLp_smul] at h
  exact h
```

The modes are orthonormal and complete: $\sum_j(e_j\cdot d)\,e_j=d$.

```lean
/-- The matrix `C` multiplies each modal amplitude by the squared frequency. -/
theorem mulVec_modal (hC : C.PosDef) (a b : n → ℝ) (t : ℝ) :
    C *ᵥ modal hC a b t
      = modal hC (fun j => freq hC j ^ 2 * a j) (fun j => freq hC j ^ 2 * b j) t := by
  have hm : ∀ j, C *ᵥ mode hC j = freq hC j ^ 2 • mode hC j := fun j => by
    have h : freq hC j ^ 2 = hC.isHermitian.eigenvalues j :=
      Real.sq_sqrt (hC.eigenvalues_pos j).le
    rw [h]
    exact hC.isHermitian.mulVec_eigenvectorBasis j
  simp only [modal]
  rw [← Matrix.mulVecLin_apply, map_sum]
  refine Finset.sum_congr rfl fun j _ => ?_
  rw [map_smul, Matrix.mulVecLin_apply, hm, smul_smul]
  congr 1
  ring
```

Since $Ce_j=\omega_j^2e_j$, applying $C$ multiplies $a_j$ and $b_j$ by $\omega_j^2$.

```lean
/-- A superposition of normal modes obeys the equation of motion, if the amplitudes `a'`, `b'`
of its velocity are `ω b` and `-ω a`. -/
theorem isMotion_modal (hC : C.PosDef) (a b a' b' : n → ℝ)
    (ha : ∀ j, a' j = freq hC j * b j) (hb : ∀ j, b' j = -(freq hC j * a j)) :
    IsMotion C (modal hC a b) (modal hC a' b') := by
  have hD : ∀ (a b : n → ℝ) (t : ℝ), HasDerivAt (modal hC a b)
      (modal hC (fun j => freq hC j * b j) (fun j => -(freq hC j * a j)) t) t := by
    intro a b t
    refine HasDerivAt.fun_sum fun j _ => HasDerivAt.smul_const ?_ (mode hC j)
    have hl : HasDerivAt (fun s => freq hC j * s) (freq hC j) t := by
      simpa using (hasDerivAt_id t).const_mul (freq hC j)
    exact ((hl.cos.const_mul (a j)).fun_add (hl.sin.const_mul (b j))).congr_deriv (by ring)
  obtain rfl : a' = fun j => freq hC j * b j := funext ha
  obtain rfl : b' = fun j => -(freq hC j * a j) := funext hb
  refine ⟨hD a b, fun t => (hD _ _ t).congr_deriv ?_⟩
  rw [mulVec_modal]
  simp only [modal]
  rw [← Finset.sum_neg_distrib]
  refine Finset.sum_congr rfl fun j _ => ?_
  rw [← neg_smul]
  congr 1
  ring
```

One time derivative turns $(a_j,b_j)$ into $(\omega_jb_j,-\omega_ja_j)$. A second gives $(-\omega_j^2a_j,-\omega_j^2b_j)$, which is the action of $-C$.

```lean
/-- For positive definite `C`, an explicit sum of sine oscillations is the kick motion. -/
theorem kick_witness (hC : C.PosDef) (d : n → ℝ) :
    IsKick C d (modal hC (fun _ => 0) (fun j => (mode hC j ⬝ᵥ d) / freq hC j))
      (modal hC (fun j => mode hC j ⬝ᵥ d) (fun _ => 0)) := by
  refine ⟨isMotion_modal hC _ _ _ _ (fun j => ?_) (fun j => by simp), by simp [modal], ?_⟩
  · exact (mul_div_cancel₀ _ (freq_pos hC j).ne').symm
  · simpa [modal] using mode_expansion hC d
```

The sum $\sum_j\frac{e_j\cdot d}{\omega_j}\sin(\omega_jt)\,e_j$ vanishes at zero, and its initial velocity is $\sum_j(e_j\cdot d)e_j=d$. It is therefore a kick motion.

```lean
/-- For positive definite `C`, an explicit sum of cosine oscillations is the release motion. -/
theorem release_witness (hC : C.PosDef) (d : n → ℝ) :
    IsRelease C d (modal hC (fun j => (mode hC j ⬝ᵥ d) / freq hC j ^ 2) (fun _ => 0))
      (modal hC (fun _ => 0) (fun j => -((mode hC j ⬝ᵥ d) / freq hC j))) := by
  refine ⟨isMotion_modal hC _ _ _ _ (fun j => by simp) (fun j => ?_), ?_, by simp [modal]⟩
  · have := (freq_pos hC j).ne'
    field_simp
  · have h : C *ᵥ modal hC (fun j => (mode hC j ⬝ᵥ d) / freq hC j ^ 2) (fun _ => 0) 0 = d := by
      rw [mulVec_modal]
      have hc : ∀ j, freq hC j ^ 2 * ((mode hC j ⬝ᵥ d) / freq hC j ^ 2) = mode hC j ⬝ᵥ d :=
        fun j => mul_div_cancel₀ _ (pow_ne_zero 2 (freq_pos hC j).ne')
      simp only [hc]
      simpa [modal] using mode_expansion hC d
    have hi := congrArg (fun x => C⁻¹ *ᵥ x) h
    simp only [Matrix.mulVec_mulVec] at hi
    rwa [Matrix.nonsing_inv_mul _ hC.det_pos.ne'.isUnit, Matrix.one_mulVec] at hi
```

The sum $\sum_j\frac{e_j\cdot d}{\omega_j^2}\cos(\omega_jt)\,e_j$ starts at rest. Applying $C$ to its initial value gives $d$, so that value is $C^{-1}d$.

```lean
/-- Amplitude of mode `j` in the observable `p` after the kick `d`; the frequency in the
denominator is positive because `C` is positive definite. -/
def kickAmplitude (hC : C.PosDef) (p d : n → ℝ) (j : n) : ℝ :=
  (p ⬝ᵥ mode hC j) * (mode hC j ⬝ᵥ d) / freq hC j
```

For an observable $p\cdot q$, such as the induced dipole, this is $A_j=(p\cdot e_j)(e_j\cdot d)/\omega_j$. The vector $p$ is not a momentum.

```lean
/-- A linear observable of a superposition is the sum of its values on the modes. -/
theorem dot_modal (hC : C.PosDef) (p a b : n → ℝ) (t : ℝ) :
    p ⬝ᵥ modal hC a b t = ∑ j, (a j * Real.cos (freq hC j * t)
      + b j * Real.sin (freq hC j * t)) * (p ⬝ᵥ mode hC j) := by
  simp only [modal, dotProduct, Finset.sum_apply, Pi.smul_apply, smul_eq_mul, Finset.mul_sum]
  rw [Finset.sum_comm]
  exact Finset.sum_congr rfl fun j _ => Finset.sum_congr rfl fun i _ => by ring
```

The scalar product with $p$ is taken mode by mode.

```lean
/-- For positive definite `C`, a linear observable `p` after the kick is a sum of sines at the
resonance frequencies, weighted by the kick amplitudes. -/
theorem kick_spectrum (hC : C.PosDef) {d : n → ℝ} {k v : ℝ → n → ℝ}
    (hk : IsKick C d k v) (p : n → ℝ) (t : ℝ) :
    p ⬝ᵥ k t = ∑ j, kickAmplitude hC p d j * Real.sin (freq hC j * t) := by
  have hw := kick_witness hC d
  rw [motion_unique hC hk.motion hw.motion (hk.pos_zero.trans hw.pos_zero.symm)
    (hk.vel_zero.trans hw.vel_zero.symm) t, dot_modal]
  refine Finset.sum_congr rfl fun j _ => ?_
  simp only [kickAmplitude]
  ring
```

By uniqueness, every kick motion equals the explicit sum, so $p\cdot k(t)=\sum_jA_j\sin(\omega_jt)$.

```lean
/-- For positive definite `C`, a linear observable `p` after release is a sum of cosines at the
resonance frequencies, weighted by the kick amplitudes divided by the frequency. -/
theorem release_spectrum (hC : C.PosDef) {d : n → ℝ} {r v : ℝ → n → ℝ}
    (hr : IsRelease C d r v) (p : n → ℝ) (t : ℝ) :
    p ⬝ᵥ r t = ∑ j, kickAmplitude hC p d j / freq hC j * Real.cos (freq hC j * t) := by
  have hw := release_witness hC d
  rw [motion_unique hC hr.motion hw.motion (hr.pos_zero.trans hw.pos_zero.symm)
    (hr.vel_zero.trans hw.vel_zero.symm) t, dot_modal]
  refine Finset.sum_congr rfl fun j _ => ?_
  simp only [kickAmplitude]
  ring

end

end KickAndRelease
```

In the same way,
$$p\cdot r(t)=\sum_j\frac{A_j}{\omega_j}\cos(\omega_jt).$$
Release carries the kick amplitudes divided by frequency.

```lean
#print axioms KickAndRelease.release_deriv_eq_neg_kick
#print axioms KickAndRelease.static_of_deriv_eq_neg_kick
#print axioms KickAndRelease.kick_spectrum
#print axioms KickAndRelease.release_spectrum
```

```
'KickAndRelease.release_deriv_eq_neg_kick' depends on axioms: [propext, Classical.choice, Quot.sound]
'KickAndRelease.static_of_deriv_eq_neg_kick' depends on axioms: [propext, Classical.choice, Quot.sound]
'KickAndRelease.kick_spectrum' depends on axioms: [propext, Classical.choice, Quot.sound]
'KickAndRelease.release_spectrum' depends on axioms: [propext, Classical.choice, Quot.sound]
```

In a calculation on a real-space grid, the kick multiplies each ground-state orbital by $e^{i\kappa x}$ with small $\kappa$. For release, the orbitals are first converged in a weak static field along $x$, which is switched off at $t=0$. Both runs record the induced dipole. If the static force on an electron equals $\kappa$, both in atomic units, a resonance at $\omega_j=0.5$ atomic units appears after release with twice its kick amplitude, within the linear, adiabatic model above.
